# Inversion and integer translations generate only maps of the form x ↦ ±x + t, with t an integer vector

Take the group of maps of n-dimensional real space generated by inversion through the origin and all translations by integer vectors. The lemma states that each operation g in this group has the form g(x) = s x + t for every point x, where the sign s is 1 or −1 and t is a vector of integers. The proof is by induction on how g is built from the generators: it gives s and t for the generators and the identity, and combines them by a product rule for products. For an inverse it keeps the sign s and takes −s t as the new translation, which it checks by applying the formula for g to the point g⁻¹(x).

In Lean, a first try:

```lean
import Mathlib

open Finset

namespace TwoColourInversionGroups

/-- The translation of `R^n` by an integer vector. -/
def translation {n : ℕ} (t : Fin n → ℤ) : Equiv.Perm (Fin n → ℝ) :=
  Equiv.addRight (fun i => (t i : ℝ))

/-- The group generated by the inversion through the origin and all integer translations. -/
def inversionGroup (n : ℕ) : Subgroup (Equiv.Perm (Fin n → ℝ)) :=
  Subgroup.closure (insert (Equiv.neg (Fin n → ℝ)) (Set.range translation))

/-- The operation `g` acts as `x ↦ s x + t`, with a sign `s` and an integer vector `t`. -/
def ActsAs {n : ℕ} (g : Equiv.Perm (Fin n → ℝ)) (s : ℤˣ) (t : Fin n → ℤ) : Prop :=
  ∀ x i, g x i = ((s : ℤ) : ℝ) * x i + (t i : ℝ)

/-- The product rule for operations written as a sign and a translation part. -/
theorem ActsAs.mul {n : ℕ} {g h : Equiv.Perm (Fin n → ℝ)} {s s' : ℤˣ} {t t' : Fin n → ℤ}
    (hg : ActsAs g s t) (hh : ActsAs h s' t') :
    ActsAs (g * h) (s * s') (fun i => (s : ℤ) * t' i + t i) := by
  intro x i
  rw [Equiv.Perm.mul_apply, hg, hh]
  push_cast
  ring

/-- Every operation of the group is a sign followed by an integer translation. -/
theorem exists_actsAs {n : ℕ} {g : Equiv.Perm (Fin n → ℝ)} (hg : g ∈ inversionGroup n) :
    ∃ s t, ActsAs g s t := by
  unfold inversionGroup at hg
  induction hg using Subgroup.closure_induction with
  | mem x hx =>
    rcases hx with rfl | ⟨t, rfl⟩
    · exact ⟨-1, 0, fun x i => by simp⟩
    · exact ⟨1, t, fun x i => by simp [translation]⟩
  | one => exact ⟨1, 0, fun x i => by simp⟩
  | mul x y _ _ hx hy =>
    obtain ⟨s, t, h⟩ := hx
    obtain ⟨s', t', h'⟩ := hy
    exact ⟨_, _, h.mul h'⟩
  | inv g _ hx =>
    obtain ⟨s, t, h⟩ := hx
    refine ⟨s, fun i => -((s : ℤ) * t i), fun x i => ?_⟩
    have e := h (g⁻¹ x) i
    rw [Equiv.Perm.apply_inv_self] at e
    rcases Int.units_eq_one_or s with rfl | rfl <;>
      simp only [Units.val_one, Units.val_neg, Int.cast_one, Int.cast_neg, Int.cast_mul]
        at e ⊢ <;> linarith

end TwoColourInversionGroups
```

Compiling this gives:

```
Main.lean:46:8: error(lean.unknownIdentifier): Unknown constant `Equiv.Perm.apply_inv_self`
```

Diagnosis. The message says that Lean knows no constant called `Equiv.Perm.apply_inv_self`. The proof cites it in the inverse case, to replace `g (g⁻¹ x)` by `x` in the hypothesis `e`. As the name refers to nothing in the Mathlib being used, `rw` has no equation to rewrite with. The mathematical step itself is sound.

The repair writes the needed equation out, `g (g⁻¹ x) = x`, and proves it with `g.apply_symm_apply x`. That lemma is stated for `g.symm`, not `g⁻¹`, but the inverse of a permutation is by definition its `symm`, so Lean accepts the proof. Stating the equation with `show` gives `rw` a left-hand side written with `g⁻¹`, as it appears in `e`. After the rewrite, `e` relates `x i` to `(g⁻¹ x) i`, and the rest of the proof goes through unchanged.

The change, after which it compiles:

```diff
@@ -44,5 +44,5 @@
     refine ⟨s, fun i => -((s : ℤ) * t i), fun x i => ?_⟩
     have e := h (g⁻¹ x) i
-    rw [Equiv.Perm.apply_inv_self] at e
+    rw [show g (g⁻¹ x) = x from g.apply_symm_apply x] at e
     rcases Int.units_eq_one_or s with rfl | rfl <;>
       simp only [Units.val_one, Units.val_neg, Int.cast_one, Int.cast_neg, Int.cast_mul]
```
